# For a finite Hermitian pair Hamiltonian, the residue of the grid-contracted propagator has the rank of the level's image on the grid

An exciton level can appear as a pole when the four-point propagator of the Bethe-Salpeter equation is contracted to a two-point response, and the question is how much of a degenerate level survives in that pole. To pose it precisely, we represent the contraction by an arbitrary complex matrix C from a finite pair space to functions on a finite set G of grid points, and we measure the pole by a limit at the level's energy.

Let H be a Hermitian matrix on the pair space, the two-particle Hamiltonian of electron-hole pairs. Let w be the complex frequency in energy units (ħ = 1), often written ω, let E be the energy of the level, and let V be the space of all pair amplitudes v with H v = E v. A star denotes the conjugate transpose. The claim is that, as w → E with w ≠ E,

(w − E) C (w − H)⁻¹ C* → R,

where R is a matrix with

rank R = dim C(V) ≤ |G|,

and R = 0 exactly when C v = 0 for every v in V.

In the usual application, a column of C holds the product ψ_c(r) ψ_v(r)* of a conduction and a valence orbital at the grid points r. Then C v is the transition density of the amplitude v sampled on the grid, and rank R is the largest number of amplitudes in the level whose sampled transition densities are linearly independent. This describes the resonant part of the density response for a static kernel in the Tamm-Dancoff approximation, in a finite basis. The reduction of the full Bethe-Salpeter equation to such an H is a physical approximation that the hypotheses take as already made.

## Spectral weights near the level

Let u_i be orthonormal eigenvectors of H with eigenvalues λ_i, and let U be the unitary matrix with columns u_i. Then

w − H = U diag(w − λ_i) U*.

If w differs from every λ_i, inverting the diagonal factor gives

(w − H)⁻¹ = U diag(1/(w − λ_i)) U*.

There are finitely many eigenvalues, so this holds for all w ≠ E close enough to E. Hence

(w − E) C (w − H)⁻¹ C* = C U diag((w − E)/(w − λ_i)) U* C*.

If λ_i = E, the i-th weight equals 1 for every w ≠ E. If λ_i ≠ E, it tends to 0/(E − λ_i) = 0. Let s_i be 1 in the first case and 0 in the second, and set

P = U diag(s_i) U*.

Matrix products are continuous, so the limit is R = C P C*. Here P is a projector, not a polarisability.

## From the projector to the rank

Since s_i is real and s_i² = s_i, we have P* = P and P² = P. The range of P lies in V, because

(E − H) P = U diag((E − λ_i) s_i) U* = 0.

Conversely, let r_i = 1/(E − λ_i) off the level and r_i = 0 on it, and let Q = U diag(r_i) U*. Then

P + Q (E − H) = 1.

Applied to v in V, this gives P v = v. The range of P is therefore exactly V.

Put A = C P. Then

R = C P P C* = A A*.

If A A* x = 0, then ‖A* x‖² = x* A A* x = 0, so A* x = 0. Thus A A* and A* have the same kernel, and rank R = rank A* = rank A. The range of A is C(V), a subspace of the functions on G, which gives the rank and its bound.

If R = 0, each diagonal entry Σ_j |A_ij|² vanishes, so A = 0, and C v = C P v = 0 for every v in V. If C vanishes on V, then C P u = 0 for every u, because P u lies in V. Hence A = 0 and R = 0.

## A twofold level seen at one grid point

Take H = E · 1, with E real, on two pair states and a single grid point, with C the row (a, b). Then

C (w − H)⁻¹ C* = (|a|² + |b|²)/(w − E),

so R is the number |a|² + |b|². The amplitude (b, −a) satisfies C v = ab − ba = 0. If a and b are not both zero, the rank is 1 and this amplitude is a nonzero combination whose transition density vanishes at the grid point. If both are zero, this holds for every amplitude of the level. Neither case says that the exciton is optically dark, since one grid point does not determine the transition dipole.

## The propagator and the level in Lean

The finite type `n` labels the pair states, and `G` labels the grid points.

```lean
import Mathlib

open Matrix Filter Topology
open scoped ComplexOrder

namespace ExcitonPoleContraction

noncomputable section

variable {n G : Type*} [Fintype n] [DecidableEq n] {H : Matrix n n ℂ}
```

The contracted propagator carries no prefactor of i and no spin factor. In Lean, `Cᴴ` is the conjugate transpose C*. At an eigenvalue of H the matrix inverse takes a conventional value without physical meaning, but the limit never evaluates it at w = E.

```lean
/-- The pair propagator `(w - H)⁻¹` contracted to the grid by `C` on the left and `Cᴴ` on the right,
for `w` not an eigenvalue of `H`. -/
def contracted (C : Matrix G n ℂ) (H : Matrix n n ℂ) (w : ℂ) : Matrix G G ℂ :=
  C * (w • (1 : Matrix n n ℂ) - H)⁻¹ * Cᴴ
```

The space V is Mathlib's eigenspace of the linear map v ↦ H v. It is defined independently of any choice of eigenvectors.

```lean
/-- The exciton level at `E`: all pair amplitudes `v` with `H v = E v`. -/
def level (H : Matrix n n ℂ) (E : ℂ) : Submodule ℂ (n → ℂ) :=
  Module.End.eigenspace H.mulVecLin E
```

The hypothesis `hH` states that H is Hermitian. The energy `E` is allowed to be complex. If it is not an eigenvalue, and in particular if it is not real, V is the zero space and the limit is zero.

```lean
variable (C : Matrix G n ℂ) (hH : H.IsHermitian) (E : ℂ)

/-- The unitary matrix whose columns are orthonormal eigenvectors of the Hermitian `H`. -/
def modes : Matrix n n ℂ := hH.eigenvectorUnitary
```

Here `modes` is U. The eigenvalues λ_i are real, and `energy` regards them as complex numbers so that they can be subtracted from w.

```lean
/-- The eigenvalue of `H` that belongs to the `i`-th eigenvector. -/
def energy (i : n) : ℂ := hH.eigenvalues i
```

For any list d of complex numbers, `spectral` is U diag(d_i) U*. The resolvent and the projector are both of this form.

```lean
/-- The matrix with the eigenvectors of `H` and prescribed eigenvalues `d`. -/
def spectral (d : n → ℂ) : Matrix n n ℂ := modes hH * diagonal d * (modes hH)ᴴ
```

The weights s_i are given by `selector`.

```lean
/-- The weight of each eigenvector in the level: one if its energy is `E`, zero otherwise. -/
def selector (i : n) : ℂ := if energy hH i = E then 1 else 0
```

With these weights, `spectral` becomes P.

```lean
/-- The sum of the projectors onto the orthonormal eigenvectors of `H` with energy `E`. -/
def levelProjector : Matrix n n ℂ := spectral hH (selector hH E)
```

The candidate for the limit is R = C P C*.

```lean
/-- The level projector contracted to the grid by `C` on the left and `Cᴴ` on the right. -/
def poleMatrix : Matrix G G ℂ := C * levelProjector hH E * Cᴴ
```

## Diagonalisation and the resolvent

The first theorem collects U U* = 1, U* U = 1 and H U = U diag(λ_i). The last identity is the eigenvector equation read entry by entry.

```lean
/-- The eigenvectors of a Hermitian `H` form a unitary matrix that diagonalises `H`. -/
theorem modes_spec : modes hH * (modes hH)ᴴ = 1 ∧ (modes hH)ᴴ * modes hH = 1 ∧
    H * modes hH = modes hH * diagonal (energy hH) := by
  refine ⟨Matrix.mem_unitaryGroup_iff.1 hH.eigenvectorUnitary.2,
    Matrix.mem_unitaryGroup_iff'.1 hH.eigenvectorUnitary.2, ?_⟩
  ext i j
  have h := congrFun (hH.mulVec_eigenvectorBasis j) i
  rw [Matrix.mul_diagonal]
  simp only [modes, energy, Matrix.mul_apply, Matrix.IsHermitian.eigenvectorUnitary_apply]
  simpa [Matrix.mulVec, dotProduct, mul_comm] using h
```

Two matrices of spectral form multiply by multiplying their diagonal entries, because the inner factor U* U is the identity.

```lean
/-- For Hermitian `H`, matrices built by `spectral` from its orthonormal eigenvectors multiply by
multiplying their prescribed eigenvalues index by index. -/
theorem spectral_mul (d e : n → ℂ) :
    spectral hH d * spectral hH e = spectral hH (fun i => d i * e i) := by
  calc spectral hH d * spectral hH e
      = modes hH * (diagonal d * ((modes hH)ᴴ * modes hH) * diagonal e) * (modes hH)ᴴ := by
        simp only [spectral, Matrix.mul_assoc]
    _ = _ := by
        rw [(modes_spec hH).2.1, Matrix.mul_one, Matrix.diagonal_mul_diagonal, spectral]
```

To put w − H in this form, the proof computes (w − H) U and then multiplies by U* on the right.

```lean
/-- For Hermitian `H`, the matrix `w - H` has the eigenvectors of `H` and the eigenvalues
`w` minus energy. -/
theorem shifted_eq (w : ℂ) :
    w • (1 : Matrix n n ℂ) - H = spectral hH (fun i => w - energy hH i) := by
  obtain ⟨hU, -, hHU⟩ := modes_spec hH
  have h : (w • (1 : Matrix n n ℂ) - H) * modes hH =
      modes hH * diagonal (fun i => w - energy hH i) := by
    rw [Matrix.sub_mul, hHU, Matrix.smul_mul, Matrix.one_mul]
    ext i j
    simp only [Matrix.sub_apply, Matrix.smul_apply, Matrix.mul_diagonal, smul_eq_mul]
    ring
  rw [spectral, ← h, Matrix.mul_assoc, hU, Matrix.mul_one]
```

The resolvent formula is checked by multiplication: the products (w − λ_i)(w − λ_i)⁻¹ are all 1, so the proposed matrix is a right inverse, which suffices for a square matrix.

```lean
/-- Spectral form of the pair propagator of a Hermitian `H`, at any `w` that is not an
eigenvalue of `H`. -/
theorem resolvent_eq {w : ℂ} (hw : ∀ i, w ≠ energy hH i) :
    (w • (1 : Matrix n n ℂ) - H)⁻¹ = spectral hH (fun i => (w - energy hH i)⁻¹) := by
  apply Matrix.inv_eq_right_inv
  have h : (fun i => (w - energy hH i) * (w - energy hH i)⁻¹) = fun _ => 1 :=
    funext fun i => mul_inv_cancel₀ (sub_ne_zero.2 (hw i))
  rw [shifted_eq hH, spectral_mul, h, spectral, Matrix.diagonal_one, Matrix.mul_one,
    (modes_spec hH).1]
```

## The projector onto the level

Both P* = P and P² = P reduce to statements about the numbers s_i, settled by the two cases of `selector`.

```lean
/-- For Hermitian `H`, the level projector is Hermitian and idempotent. -/
theorem levelProjector_orthogonal : (levelProjector hH E)ᴴ = levelProjector hH E ∧
    levelProjector hH E * levelProjector hH E = levelProjector hH E := by
  constructor
  · have hD : (diagonal (selector hH E))ᴴ = diagonal (selector hH E) := by
      rw [Matrix.diagonal_conjTranspose]
      congr 1
      funext i
      simp only [Pi.star_apply, selector]
      split_ifs <;> simp
    simp only [levelProjector, spectral, Matrix.conjTranspose_mul,
      Matrix.conjTranspose_conjTranspose, hD, Matrix.mul_assoc]
  · rw [levelProjector, spectral_mul]
    congr 1
    funext i
    simp only [selector]
    split_ifs <;> simp
```

The next theorem connects P with the independently defined eigenspace. Within the proof, `hmem` rewrites membership in V as (E − H) v = 0, and `h1` is the identity P + Q (E − H) = 1. Applying `h1` to v gives `hfix`, the statement P v = v. The remaining inclusion uses `h0`, which says that (E − λ_i) s_i = 0 for every i.

```lean
/-- For Hermitian `H`, the range of the level projector is the level, and the projector
leaves the amplitudes of the level unchanged. -/
theorem levelProjector_range : LinearMap.range (levelProjector hH E).mulVecLin = level H E ∧
    ∀ v ∈ level H E, levelProjector hH E *ᵥ v = v := by
  have hmem : ∀ v, v ∈ level H E ↔ (E • (1 : Matrix n n ℂ) - H) *ᵥ v = 0 := by
    intro v
    rw [level, Module.End.mem_eigenspace_iff, Matrix.mulVecLin_apply, Matrix.sub_mulVec,
      Matrix.smul_mulVec, Matrix.one_mulVec, sub_eq_zero]
    exact eq_comm
  have hfix : ∀ v ∈ level H E, levelProjector hH E *ᵥ v = v := by
    intro v hv
    -- off the level, E - H can be inverted
    have hD : diagonal (selector hH E) +
        diagonal (fun i => (E - energy hH i)⁻¹ * (E - energy hH i)) = 1 := by
      rw [Matrix.diagonal_add, ← Matrix.diagonal_one]
      congr 1
      funext i
      by_cases h : energy hH i = E
      · simp [selector, h]
      · rw [inv_mul_cancel₀ (sub_ne_zero.2 (Ne.symm h))]
        simp [selector, h]
    have h1 : levelProjector hH E + spectral hH (fun i => (E - energy hH i)⁻¹) *
        (E • (1 : Matrix n n ℂ) - H) = 1 := by
      rw [shifted_eq hH, spectral_mul]
      simp only [levelProjector, spectral]
      rw [← Matrix.add_mul, ← Matrix.mul_add, hD, Matrix.mul_one, (modes_spec hH).1]
    have h2 := congrArg (fun M => M *ᵥ v) h1
    simpa only [Matrix.add_mulVec, ← Matrix.mulVec_mulVec, (hmem v).1 hv,
      Matrix.mulVec_zero, add_zero, Matrix.one_mulVec] using h2
  refine ⟨?_, hfix⟩
  ext v
  refine ⟨?_, fun hv => ⟨v, hfix v hv⟩⟩
  rintro ⟨u, rfl⟩
  have h0 : (fun i => (E - energy hH i) * selector hH E i) = fun _ => 0 := by
    funext i
    by_cases h : energy hH i = E <;> simp [selector, h]
  rw [hmem, Matrix.mulVecLin_apply, Matrix.mulVec_mulVec, shifted_eq hH, levelProjector,
    spectral_mul, h0]
  simp [spectral]
```

## The limit at the level

The notation `𝓝[≠] E` means that w approaches E through complex values other than E, from any direction. In the proof, `hlim` is the limit of the weights (w − E)/(w − λ_i), taken separately for λ_i = E and λ_i ≠ E. The continuity of d ↦ C U diag(d_i) U* C* is `hF`, and `hev` states that w avoids all eigenvalues once it is near E. There the resolvent formula identifies the continuous expression with the contracted propagator. The set of grid points need not be finite for this step.

```lean
/-- For Hermitian `H`, `(w - E) C (w - H)⁻¹ C*` tends to the contracted level projector
as `w` tends to `E` through complex values different from `E`. -/
theorem tendsto_poleMatrix : Tendsto (fun w : ℂ => (w - E) • contracted C H w) (𝓝[≠] E)
    (𝓝 (poleMatrix C hH E)) := by
  -- each spectral weight tends to one on the level and to zero off it
  have hlim : Tendsto (fun (w : ℂ) (i : n) => (w - E) * (w - energy hH i)⁻¹)
      (𝓝[≠] E) (𝓝 (selector hH E)) := by
    rw [tendsto_pi_nhds]
    intro i
    by_cases h : energy hH i = E
    · rw [show selector hH E i = 1 by simp [selector, h]]
      apply tendsto_const_nhds.congr'
      filter_upwards [self_mem_nhdsWithin] with w hw
      rw [h]
      exact (mul_inv_cancel₀ (sub_ne_zero.2 hw)).symm
    · have hc : ContinuousAt (fun w : ℂ => (w - E) * (w - energy hH i)⁻¹) E :=
        (continuousAt_id.sub continuousAt_const).mul
          ((continuousAt_id.sub continuousAt_const).inv₀ (sub_ne_zero.2 (Ne.symm h)))
      have ht := hc.tendsto.mono_left (nhdsWithin_le_nhds (s := {E}ᶜ))
      rw [show selector hH E i = 0 by simp [selector, h]]
      simpa only [sub_self, zero_mul] using ht
  have hF : Continuous (fun d : n → ℂ => C * (modes hH * diagonal d * (modes hH)ᴴ) * Cᴴ) :=
    (continuous_const.matrix_mul ((continuous_const.matrix_mul
      continuous_id.matrix_diagonal).matrix_mul continuous_const)).matrix_mul continuous_const
  have hev : ∀ᶠ w : ℂ in 𝓝[≠] E, ∀ i, w ≠ energy hH i := by
    rw [eventually_all]
    intro i
    by_cases h : energy hH i = E
    · rw [h]
      exact self_mem_nhdsWithin
    · have hne : E ≠ energy hH i := Ne.symm h
      exact mem_nhdsWithin_of_mem_nhds (isOpen_ne.mem_nhds hne)
  refine ((hF.tendsto (selector hH E)).comp hlim).congr' ?_
  filter_upwards [hev] with w hw
  have hd : diagonal (fun i => (w - E) * (w - energy hH i)⁻¹) =
      (w - E) • diagonal (fun i => (w - energy hH i)⁻¹) := by
    rw [← Matrix.diagonal_smul]
    rfl
  simp only [Function.comp_apply, contracted, resolvent_eq hH hw, spectral, hd,
    Matrix.mul_smul, Matrix.smul_mul]
```

## Rank, bound and vanishing

The final theorem assumes a finite grid and joins four statements: the limit exists and equals `poleMatrix`; its rank is the dimension of the image of V under C; this rank is at most the number of grid points; and the matrix is zero exactly when C annihilates every amplitude in V. Either the pair space or the grid may be empty.

The factorisation R = (C P)(C P)* is `hgram`. Mathlib's lemma on the rank of A A* then reduces `hrank` to the range of C P, which `hrange` turns into C(V). The bound holds because C(V) is a subspace of the functions on G, a space of dimension |G|. For the last equivalence, A A* = 0 is replaced by A = 0. One direction uses P v = v; the other applies C P to each basis vector to show that every column is zero.

Combined with the rank-nullity theorem, the bound implies that a level whose degeneracy exceeds the number of grid points contains a nonzero amplitude annihilated by C, a consequence drawn here in prose only.

```lean
/-- For Hermitian `H` and a finite grid, `(w - E) C (w - H)⁻¹ C*` has a limit as `w` tends to `E`,
`w ≠ E`. Its rank is the dimension of the image of the level under `C`, at most the number of grid
points, and it vanishes exactly when `C` annihilates the level. -/
theorem contracted_pole [Fintype G] :
    Tendsto (fun w : ℂ => (w - E) • contracted C H w) (𝓝[≠] E) (𝓝 (poleMatrix C hH E)) ∧
      (poleMatrix C hH E).rank = Module.finrank ℂ ((level H E).map C.mulVecLin) ∧
      (poleMatrix C hH E).rank ≤ Fintype.card G ∧
      (poleMatrix C hH E = 0 ↔ ∀ v ∈ level H E, C *ᵥ v = 0) := by
  obtain ⟨hP, hPP⟩ := levelProjector_orthogonal hH E
  obtain ⟨hrange, hfix⟩ := levelProjector_range hH E
  -- the limit is a Gram matrix
  have hgram : poleMatrix C hH E =
      (C * levelProjector hH E) * (C * levelProjector hH E)ᴴ := by
    rw [Matrix.conjTranspose_mul, hP, ← Matrix.mul_assoc, Matrix.mul_assoc C, hPP, poleMatrix]
  have hrank : (poleMatrix C hH E).rank =
      Module.finrank ℂ ((level H E).map C.mulVecLin) := by
    rw [hgram, Matrix.rank_self_mul_conjTranspose, Matrix.rank, Matrix.mulVecLin_mul,
      LinearMap.range_comp, hrange]
  refine ⟨tendsto_poleMatrix C hH E, hrank, ?_, ?_⟩
  · rw [hrank, ← Module.finrank_fintype_fun_eq_card ℂ]
    exact Submodule.finrank_le _
  · rw [hgram, Matrix.self_mul_conjTranspose_eq_zero]
    constructor
    · intro h v hv
      rw [← hfix v hv, Matrix.mulVec_mulVec, h, Matrix.zero_mulVec]
    · intro h
      ext i j
      have hj := congrFun (h _ (hrange ▸ LinearMap.mem_range_self
        (levelProjector hH E).mulVecLin (Pi.single j 1))) i
      rw [Matrix.mulVecLin_apply, Matrix.mulVec_mulVec] at hj
      simpa using hj

end

end ExcitonPoleContraction
```

```lean
#print axioms ExcitonPoleContraction.contracted_pole
-- 'ExcitonPoleContraction.contracted_pole' depends on axioms: [propext, Classical.choice, Quot.sound]
```
